# Inside a ball of radius R filled with one unit of uniform positive charge, an electron orbital r^l exp(−br²/2) with b > 0 solves the radial Schrödinger equation only for b = 1/R^(3/2) in atomic units

Place one electron in a ball of radius R > 0 filled with one unit of uniform positive charge. Let E be the total energy, which includes the electrostatic self-energy 3/(5R) of the positive charge. In atomic units, the orbital r^l exp(−br²/2) with b > 0 satisfies the radial Schrödinger equation for angular momentum l at energy E for all 0 < r < R exactly when

    b = 1/R^(3/2)  and  E = −9/(10R) + (l + 3/2)/R^(3/2).

For l = 0 this is a Gaussian with energy −0.9/R + 1.5/R^(3/2). If R is read as the density parameter r_s, these two terms estimate the energy per electron of the uniform electron gas at low density, in a model where each electron of the Wigner crystal has its own spherical cell and the cells do not interact.

In Lean 4 with Mathlib:

```lean
import Mathlib

open Topology

namespace WignerCrystalCell

noncomputable section
```

## The potential of the background

The positive charge has density 3/(4πR³), so a shell between s and s + ds carries the charge 3s²/R³ ds. Shells inside the electron's radius r act as if concentrated at the centre, and a shell outside contributes its charge divided by its own radius s. The potential energy of the electron is therefore

    V(r) = −(1/r) ∫₀^r 3s²/R³ ds − ∫_r^R 3s/R³ ds.

```lean
/-- Potential energy of an electron at distance `r` from the centre of a uniform positive
unit charge filling a ball of radius `R`, in atomic units, for `0 < r ≤ R`. -/
def cellPotential (R r : ℝ) : ℝ :=
  -(1 / r) * (∫ s in (0 : ℝ)..r, 3 * s ^ 2 / R ^ 3) - (∫ s in r..R, 3 * s / R ^ 3)
```

`cellPotential R r` is this expression, with both integrals taken over real intervals. It describes the charged ball for 0 < r ≤ R. Beyond R the true potential is −1/r, which this formula does not give.

## The radial Hamiltonian

For angular momentum l the Hamiltonian acts on a radial function f as

    Hf = −(f″ + 2f′/r)/2 + l(l+1)/(2r²) f + (V + 3/(5R)) f.

The constant 3/(5R) is the electrostatic self-energy of the uniformly charged ball. Adding it makes E the total energy of the neutral cell and not only that of the electron in the field of the background.

```lean
/-- Radial Hamiltonian for angular momentum `l` in the cell, with the constant `3/(5R)`
added to the potential; its domain is `0 < r ≤ R`. -/
def cellHamiltonian (R : ℝ) (l : ℕ) (f : ℝ → ℝ) (r : ℝ) : ℝ :=
  -(deriv (deriv f) r + 2 / r * deriv f r) / 2 + l * (l + 1) / (2 * r ^ 2) * f r
    + (cellPotential R r + 3 / (5 * R)) * f r
```

Here f is the full radial function, not r times it, which is why the term 2f′/r appears. The angular momentum `l` is a natural number, and the derivatives are Mathlib's `deriv`.

## The trial orbitals

The candidates form a family with one continuous parameter b for each l:

    f(r) = r^l exp(−br²/2).

```lean
/-- The radial orbital `r^l exp(-b r²/2)`. -/
def orbital (b : ℝ) (l : ℕ) (r : ℝ) : ℝ :=
  r ^ l * Real.exp (-b * r ^ 2 / 2)
```

The orbitals are not normalised. The equation is linear in f, so a normalisation factor would leave E unchanged.

## The oscillator frequency

At radius r the electron feels only the charge r³/R³ inside it. The attraction towards the centre is (r³/R³)/r² = r/R³, a linear restoring force. For unit mass this gives ω² = 1/R³, hence

    ω = 1/R^(3/2).

```lean
/-- The frequency `1/R^(3/2)` of a cell of radius `R > 0`. -/
def cellFrequency (R : ℝ) : ℝ := 1 / R ^ (3 / 2 : ℝ)
```

The exponent 3/2 is real, while the potential contains the integer power R³. The two are joined by

    ω² = 1/(R^(3/2))² = 1/R³,

which uses R > 0.

```lean
/-- The squared frequency of a cell of radius `R > 0` is `1/R³`. -/
theorem cellFrequency_sq {R : ℝ} (hR : 0 < R) : cellFrequency R ^ 2 = 1 / R ^ 3 := by
  have h : (R ^ (3 / 2 : ℝ)) ^ 2 = R ^ 3 := by
    rw [← Real.rpow_natCast, ← Real.rpow_mul hR.le, ← Real.rpow_natCast]
    norm_num
  rw [cellFrequency, div_pow, one_pow, h]
```

## The potential is harmonic

The two integrals are elementary:

    ∫₀^r 3s²/R³ ds = r³/R³,
    ∫_r^R 3s/R³ ds = 3(R² − r²)/(2R³).

Inserting them gives

    V(r) = −r²/R³ − 3/(2R) + 3r²/(2R³) = −3/(2R) + r²/(2R³).

Equivalently, the rise of V above its central value −3/(2R), divided by r²/(2R³), is one.

```lean
/-- For `R > 0` and `r > 0`, the rise of the expression `cellPotential R r` above `-3/(2R)`, divided
by `r²/(2R³)`, equals one. The expression is the potential of the charged ball only for `r ≤ R`. -/
theorem cellPotential_harmonic {R r : ℝ} (hR : 0 < R) (hr : 0 < r) :
    (cellPotential R r + 3 / (2 * R)) / (r ^ 2 / (2 * R ^ 3)) = 1 := by
  have h1 : (∫ s in (0 : ℝ)..r, 3 * s ^ 2 / R ^ 3) = r ^ 3 / R ^ 3 := by
    rw [intervalIntegral.integral_div, intervalIntegral.integral_const_mul, integral_pow]
    push_cast
    ring
  have h2 : (∫ s in r..R, 3 * s / R ^ 3) = 3 * ((R ^ 2 - r ^ 2) / 2) / R ^ 3 := by
    rw [intervalIntegral.integral_div, intervalIntegral.integral_const_mul, integral_id]
  have hV : cellPotential R r = -3 / (2 * R) + r ^ 2 / (2 * R ^ 3) := by
    rw [cellPotential, h1, h2]
    field_simp
    ring
  have hq : r ^ 2 / (2 * R ^ 3) ≠ 0 :=
    (div_pos (pow_pos hr 2) (mul_pos two_pos (pow_pos hR 3))).ne'
  rw [div_eq_iff hq]
  linear_combination hV
```

The theorem is stated in the ratio form. Since r and R are positive, the denominator is not zero, and the ratio says the same as the formula for V. In the proof, `h1` and `h2` are the two integrals and `hV` is the formula; the last lines turn it into the ratio. The statement has no upper limit on r because the algebra needs none, but it describes the charged ball only up to r = R.

## Two derivatives of the orbital

The product rule gives

    f′ = l r^(l−1) exp(−br²/2) − br · r^l exp(−br²/2) = (l/r − br) f

for r ≠ 0. When l = 0 the first term is absent, in agreement with l/r = 0.

```lean
/-- Away from the origin, the orbital has logarithmic derivative `l/r - b r`. -/
theorem orbital_hasDerivAt (b : ℝ) (l : ℕ) {r : ℝ} (hr : r ≠ 0) :
    HasDerivAt (orbital b l) ((l / r - b * r) * orbital b l r) r := by
  have hp : (l : ℝ) * r ^ (l - 1) = l / r * r ^ l := by
    cases l with
    | zero => simp
    | succ n =>
      rw [Nat.add_sub_cancel, pow_succ]
      field_simp
  have h3 : HasDerivAt (fun x : ℝ => -b * x ^ 2 / 2) (-b * r) r := by
    refine (((hasDerivAt_pow 2 r).const_mul (-b)).div_const 2).congr_deriv ?_
    show -b * (((2 : ℕ) : ℝ) * r ^ 1) / 2 = -b * r
    push_cast
    ring
  have h : HasDerivAt (orbital b l) _ r := (hasDerivAt_pow l r).fun_mul h3.exp
  refine h.congr_deriv ?_
  simp only [orbital]
  linear_combination Real.exp (-b * r ^ 2 / 2) * hp
```

`HasDerivAt` says that the derivative exists at r and has the stated value. The auxiliary `hp` rewrites l r^(l−1) as (l/r) r^l, treating l = 0 separately, and `h3` differentiates the exponent.

Differentiating once more,

    f″ = (−l/r² − b) f + (l/r − br) f′
       = [(l/r − br)² − l/r² − b] f.

```lean
/-- The second radial derivative of the orbital away from the origin. -/
theorem orbital_hasDerivAt_deriv (b : ℝ) (l : ℕ) {r : ℝ} (hr : r ≠ 0) :
    HasDerivAt (deriv (orbital b l))
      (((l / r - b * r) ^ 2 - l / r ^ 2 - b) * orbital b l r) r := by
  -- the first-derivative formula holds in a whole neighbourhood of `r`
  have hev : deriv (orbital b l) =ᶠ[𝓝 r]
      fun x => ((l : ℝ) * x⁻¹ - b * x) * orbital b l x := by
    filter_upwards [isOpen_ne.mem_nhds hr] with x hx
    rw [(orbital_hasDerivAt b l hx).deriv, div_eq_mul_inv]
  have h1 : HasDerivAt (fun x : ℝ => (l : ℝ) * x⁻¹ - b * x) _ r :=
    ((hasDerivAt_inv hr).const_mul (l : ℝ)).fun_sub ((hasDerivAt_id' r).const_mul b)
  refine ((h1.fun_mul (orbital_hasDerivAt b l hr)).congr_of_eventuallyEq hev).congr_deriv ?_
  ring
```

To differentiate f′ at r, one needs its formula at all points near r and not only at r itself. `hev` supplies this: a point r ≠ 0 has a neighbourhood that avoids the origin, and the previous theorem applies throughout it. The product rule then finishes the calculation.

## The local energy

Expanding the square and adding 2f′/r gives

    f″ + 2f′/r = [l(l+1)/r² − b(2l+3) + b²r²] f.

The kinetic term is therefore

    −(f″ + 2f′/r)/2 = [−l(l+1)/(2r²) + b(l + 3/2) − b²r²/2] f.

Its first part cancels the centrifugal term. The constants from the potential and the background combine to −3/(2R) + 3/(5R) = −9/(10R), so that

    Hf = [b(l + 3/2) − 9/(10R) + (1/R³ − b²) r²/2] f.

The bracket is the local energy Hf/f, the quantity that a variational Monte Carlo calculation averages; here it belongs to a single electron in a single cell.

```lean
/-- For `R > 0`, `r > 0` and any real `b`, the expression `cellHamiltonian R l (orbital b l) r` is
`orbital b l r` times `b (l + 3/2) - 9/(10R) + (1/R³ - b²) r²/2`. This factor is the local energy in
the cell for `r < R`. -/
theorem cellHamiltonian_orbital {R r : ℝ} (hR : 0 < R) (hr : 0 < r) (b : ℝ) (l : ℕ) :
    cellHamiltonian R l (orbital b l) r =
      (b * (l + 3 / 2) - 9 / (10 * R) + (1 / R ^ 3 - b ^ 2) * r ^ 2 / 2)
        * orbital b l r := by
  have hr' : r ≠ 0 := hr.ne'
  have hq : r ^ 2 / (2 * R ^ 3) ≠ 0 :=
    (div_pos (pow_pos hr 2) (mul_pos two_pos (pow_pos hR 3))).ne'
  -- solve the ratio for the potential itself
  have hV : cellPotential R r = -3 / (2 * R) + r ^ 2 / (2 * R ^ 3) := by
    have h := cellPotential_harmonic hR hr
    rw [div_eq_iff hq] at h
    linear_combination h
  rw [cellHamiltonian, (orbital_hasDerivAt_deriv b l hr').deriv,
    (orbital_hasDerivAt b l hr').deriv, hV]
  field_simp
  ring
```

This holds for every real b, positive or not. The proof recovers V from the ratio, substitutes both derivatives, and leaves the cancellation to `field_simp` and `ring`.

## Which width solves the equation

Suppose Hf = Ef for all 0 < r < R. The orbital is positive there, so it can be divided out, and the local energy equals E at every interior point. Subtracting its values at r = R/2 and r = R/3 removes the constants:

    (1/R³ − b²)(R²/2)(1/4 − 1/9) = (5/72)(1/R³ − b²) R² = 0.

Hence b² = 1/R³ = ω², or (b − ω)(b + ω) = 0. Both b and ω are positive, so b = ω. The quadratic term is then gone, and what remains is

    E = −9/(10R) + (l + 3/2) ω.

Conversely, if b and E have these values, the r² term in the local energy vanishes and the constant left over is E.

```lean
/-- In a cell of radius `R > 0`, the orbital `r^l exp(-b r²/2)` with `b > 0` solves the radial
Schrödinger equation at energy `E` for all `0 < r < R` exactly when `b = 1/R^(3/2)` and
`E = -9/(10R) + (l + 3/2)/R^(3/2)`. -/
theorem orbital_solves_iff {R b : ℝ} (hR : 0 < R) (hb : 0 < b) (l : ℕ) (E : ℝ) :
    (∀ r ∈ Set.Ioo 0 R, cellHamiltonian R l (orbital b l) r = E * orbital b l r) ↔
      b = cellFrequency R ∧ E = -9 / (10 * R) + (l + 3 / 2) * cellFrequency R := by
  have hsq := cellFrequency_sq hR
  constructor
  · intro h
    -- the local energy equals `E` at every interior point
    have hloc : ∀ r ∈ Set.Ioo 0 R,
        b * (l + 3 / 2) - 9 / (10 * R) + (1 / R ^ 3 - b ^ 2) * r ^ 2 / 2 = E := by
      intro r hr
      have hpos : 0 < orbital b l r := mul_pos (pow_pos hr.1 l) (Real.exp_pos _)
      have h0 := h r hr
      rw [cellHamiltonian_orbital hR hr.1] at h0
      exact mul_right_cancel₀ hpos.ne' h0
    have h1 := hloc (R / 2) ⟨by linarith, by linarith⟩
    have h2 := hloc (R / 3) ⟨by linarith, by linarith⟩
    -- comparing two radii removes the quadratic term
    have hd : 1 / R ^ 3 - b ^ 2 = 0 := by
      have h3 : (1 / R ^ 3 - b ^ 2) * R ^ 2 = 0 := by
        linear_combination (72 / 5) * (h1 - h2)
      exact (mul_eq_zero.mp h3).resolve_right (pow_pos hR 2).ne'
    have hw : 0 < cellFrequency R := one_div_pos.mpr (Real.rpow_pos_of_pos hR _)
    have hbw : b = cellFrequency R := by
      have h4 : (b - cellFrequency R) * (b + cellFrequency R) = 0 := by
        linear_combination -hd - hsq
      exact sub_eq_zero.mp ((mul_eq_zero.mp h4).resolve_right (by linarith))
    refine ⟨hbw, ?_⟩
    linear_combination ((l : ℝ) + 3 / 2) * hbw - h1 + (R / 2) ^ 2 / 2 * hd
  · rintro ⟨rfl, rfl⟩ r hr
    rw [cellHamiltonian_orbital hR hr.1, hsq]
    ring
```

`Set.Ioo 0 R` is the open interval 0 < r < R, and `↔` carries both directions. In the first, `hloc` is the constancy of the local energy, `h1` and `h2` are its values at the two radii, `hd` is the vanishing coefficient, and `hbw` selects the positive root. The second direction substitutes the values of b and E and simplifies.

The equivalence concerns only orbitals of the form r^l exp(−br²/2). It imposes no boundary condition at r = R and does not determine the spectrum of the cell. At the surface the l = 0 solution still has the value exp(−√R/2), relative to one at the centre, so it is well confined to its cell only when R is large, that is, at low density.

The hypothesis b > 0 does real work. Take R = 1, l = 0 and b = −1, so that f = exp(r²/2). Then f′ = rf and f″ = (1 + r²)f, and

    Hf = [−(3 + r²)/2 − 9/10 + r²/2] f = −2.4 f.

This function solves the equation throughout 0 < r < 1 with E = −2.4, although b is not 1/R^(3/2) = 1 and E is not −0.9 + 1.5 = 0.6. It grows outwards, and nothing in an equation restricted to the interior of the ball excludes it. Requiring b > 0 keeps only the orbitals with a decaying Gaussian factor.

## The Gaussian for l = 0

With l = 0 and b = 1/R^(3/2) the orbital is

    f(r) = exp(−r²/(2R^(3/2))),

the centrifugal term is absent, and the equation reads

    −(f″ + 2f′/r)/2 + (V + 3/(5R)) f = (−0.9/R + 1.5/R^(3/2)) f,  0 < r < R.

The term −0.9/R is the electrostatic energy of the cell with the electron at rest in the centre. The term 1.5/R^(3/2) is the zero-point energy (3/2)ω of a three-dimensional oscillator.

```lean
/-- For `0 < r < R`, the Gaussian `exp(-r²/(2R^(3/2)))` satisfies the radial Schrödinger
equation with `l = 0` and energy `-0.9/R + 1.5/R^(3/2)`. -/
theorem gaussian_solves {R r : ℝ} (hr : r ∈ Set.Ioo 0 R) :
    cellHamiltonian R 0 (fun x => Real.exp (-x ^ 2 / (2 * R ^ (3 / 2 : ℝ)))) r =
      (-(9 / 10) / R + (3 / 2) / R ^ (3 / 2 : ℝ))
        * Real.exp (-r ^ 2 / (2 * R ^ (3 / 2 : ℝ))) := by
  have hR : 0 < R := hr.1.trans hr.2
  have hw : 0 < cellFrequency R := one_div_pos.mpr (Real.rpow_pos_of_pos hR _)
  have hf : (fun x : ℝ => Real.exp (-x ^ 2 / (2 * R ^ (3 / 2 : ℝ)))) =
      orbital (cellFrequency R) 0 := by
    funext x
    simp only [orbital, cellFrequency, pow_zero, one_mul]
    congr 1
    ring
  have hx : Real.exp (-r ^ 2 / (2 * R ^ (3 / 2 : ℝ))) = orbital (cellFrequency R) 0 r :=
    congrFun hf r
  rw [hf, hx, (orbital_solves_iff hR hw 0 _).mpr ⟨rfl, rfl⟩ r hr]
  simp only [cellFrequency]
  push_cast
  ring

end

end WignerCrystalCell
```

The theorem has no separate hypothesis R > 0, since 0 < r < R implies it. In the proof, `hf` identifies the explicit Gaussian with `orbital (cellFrequency R) 0`, and the converse direction of the equivalence supplies the equation. The remaining lines bring the energy into the stated form.

```lean
#print axioms WignerCrystalCell.orbital_solves_iff
#print axioms WignerCrystalCell.gaussian_solves
```

```
'WignerCrystalCell.orbital_solves_iff' depends on axioms: [propext, Classical.choice, Quot.sound]
'WignerCrystalCell.gaussian_solves' depends on axioms: [propext, Classical.choice, Quot.sound]
```
